# Only the dark state keeps its norm in a coupled Λ system with a lossy upper level at two-photon resonance

To test a dark-state preparation in a simulation, propagate the prepared vector $v$ once, with `expm(-1j*T*H) @ v` for some $T>0$, and compare the norms before and after. With a lossy upper level and at least one nonzero coupling, an unchanged norm identifies the dark state.

Number the levels 0, 1, 2 as in Lean and set $\hbar=1$. Levels 0 and 1 have energy zero in the rotating frame and couple to level 2 with constant complex amplitudes $a$ and $b$. Level 2 has real detuning $D$ and loss $g$, which stands for decay out of the three levels: without the couplings, its population would fall as $e^{-2gt}$. Nothing that decays returns to levels 0 and 1.

```lean
import Mathlib

open Matrix ComplexConjugate Topology

namespace DarkStateCriterion

noncomputable section
```

The matrix $H$ is `lambdaH`:

```lean
/-- The Hamiltonian of two lower levels coupled with amplitudes `a` and `b` to a third level
with detuning `D` and loss `g`. -/
def lambdaH (D g : ℝ) (a b : ℂ) : Matrix (Fin 3) (Fin 3) ℂ :=
  !![0, 0, a; 0, 0, b; conj a, conj b, (D : ℂ) - Complex.I * g]
```

For any $3\times3$ matrix $M$, `evolve M v t` is $\psi(t)=e^{-itM}v$.

```lean
/-- The state `exp(-itM) v` reached at time `t` from the initial state `v`. -/
def evolve (M : Matrix (Fin 3) (Fin 3) ℂ) (v : Fin 3 → ℂ) (t : ℝ) : Fin 3 → ℂ :=
  NormedSpace.exp ((-(Complex.I * (t : ℂ))) • M) *ᵥ v
```

`stateNorm` is the Euclidean norm; $v$ need not be normalised.

```lean
/-- The Euclidean norm of a three-level state. -/
def stateNorm (v : Fin 3 → ℂ) : ℝ := ‖WithLp.toLp 2 v‖
```

`darkState` is $d=(\bar b,-\bar a,0)$. The normalised state is $d/\sqrt{|a|^2+|b|^2}$.

```lean
/-- The unnormalised dark state, a superposition of the two lower levels. -/
def darkState (a b : ℂ) : Fin 3 → ℂ := ![conj b, -conj a, 0]
```

**(a)** Write the squared norm in populations:
$$\|v\|^2=|v_0|^2+|v_1|^2+|v_2|^2.$$

This is the Euclidean norm formula, with the sum over three levels written out.

```lean
lemma stateNorm_sq (v : Fin 3 → ℂ) :
    stateNorm v ^ 2 = ‖v 0‖ ^ 2 + ‖v 1‖ ^ 2 + ‖v 2‖ ^ 2 := by
  rw [stateNorm, EuclideanSpace.norm_sq_eq, Fin.sum_univ_three]
```

**(b)** Apply $H$ to a vector $w$:
$$Hw=(aw_2,\;bw_2,\;\bar aw_0+\bar bw_1+(D-ig)w_2).$$

Multiply row by row; Lean checks each component.

```lean
lemma lambdaH_mulVec (D g : ℝ) (a b : ℂ) (w : Fin 3 → ℂ) :
    lambdaH D g a b *ᵥ w = ![a * w 2, b * w 2,
      conj a * w 0 + conj b * w 1 + ((D : ℂ) - Complex.I * g) * w 2] := by
  ext i
  fin_cases i <;> simp [lambdaH, Matrix.mulVec, dotProduct, Fin.sum_univ_three]
```

**(c)** Show that evolution starts at $v$: $\psi(0)=v$.

The exponential of the zero matrix is the identity.

```lean
lemma evolve_zero (M : Matrix (Fin 3) (Fin 3) ℂ) (v : Fin 3 → ℂ) : evolve M v 0 = v := by
  simp [evolve, NormedSpace.exp_zero]
```

**(d)** Show that backward evolution undoes forward evolution, even with loss:
$$e^{isM}e^{-isM}v=v.$$

The exponents commute and sum to zero (`hc`, `hsum`), so the product is $e^0=1$.

```lean
/-- Evolving forwards and then backwards by the same time restores the initial state. -/
theorem evolve_neg_evolve (M : Matrix (Fin 3) (Fin 3) ℂ) (v : Fin 3 → ℂ) (s : ℝ) :
    evolve M (evolve M v s) (-s) = v := by
  have hc : Commute ((-(Complex.I * ((-s : ℝ) : ℂ))) • M) ((-(Complex.I * (s : ℂ))) • M) :=
    ((Commute.refl M).smul_left _).smul_right _
  have hsum : (-(Complex.I * ((-s : ℝ) : ℂ))) • M + (-(Complex.I * (s : ℂ))) • M = 0 := by
    rw [← add_smul]
    simp
  unfold evolve
  rw [Matrix.mulVec_mulVec, ← Matrix.exp_add_of_commute _ _ hc, hsum, NormedSpace.exp_zero,
    Matrix.one_mulVec]
```

**(e)** Derive the Schrödinger equation for each amplitude:
$$\dot\psi_i(t)=-i\,(M\psi(t))_i,$$
where the prefactor $i$ is the imaginary unit and the subscript labels the level.

Differentiating the exponential series gives $\frac{d}{dt}e^{-itM}=-iMe^{-itM}$. Apply this to $v$ and take one component. In Lean that last step is the linear map `L`, composed with the derivative of the exponential.

```lean
section Schrodinger

attribute [local instance] Matrix.linftyOpNormedRing Matrix.linftyOpNormedAlgebra

/-- Each amplitude of the evolved state obeys the Schrödinger equation `ψ' = -i M ψ`. -/
theorem hasDerivAt_evolve (M : Matrix (Fin 3) (Fin 3) ℂ) (v : Fin 3 → ℂ) (t : ℝ) (i : Fin 3) :
    HasDerivAt (fun s : ℝ => evolve M v s i) (-Complex.I * (M *ᵥ evolve M v t) i) t := by
  have : CompleteSpace (Matrix (Fin 3) (Fin 3) ℂ) := FiniteDimensional.complete ℝ _
  have e : ∀ s : ℝ, (-(Complex.I * (s : ℂ))) • M = s • ((-Complex.I) • M) := by
    intro s
    ext i j
    simp only [Matrix.smul_apply, smul_eq_mul, Complex.real_smul]
    ring
  -- reading off one amplitude is a linear map on propagators
  let L : Matrix (Fin 3) (Fin 3) ℂ →ₗ[ℝ] ℂ :=
    { toFun := fun N => (N *ᵥ v) i
      map_add' := by intro N K; simp [Matrix.add_mulVec]
      map_smul' := by intro c N; simp [Matrix.smul_mulVec] }
  have h := hasDerivAt_exp_smul_const' (x := (-Complex.I) • M) (t := t)
  have h' := (LinearMap.toContinuousLinearMap L).hasFDerivAt.comp_hasDerivAt t h
  simp only [evolve, e]
  refine h'.congr_deriv ?_
  change (((-Complex.I) • M * NormedSpace.exp (t • ((-Complex.I) • M))) *ᵥ v) i = _
  simp only [Matrix.smul_mul, Matrix.smul_mulVec, Matrix.mulVec_mulVec, Pi.smul_apply,
    smul_eq_mul]

end Schrodinger
```

**(f)** Show that a vector annihilated by $M$ is stationary:
$$Mw=0\;\Rightarrow\;e^{-itM}w=w.$$

Since $M$ commutes with its exponential, $Me^{-isM}w=e^{-isM}Mw=0$ for every $s$. By (e) every amplitude has zero derivative, so it keeps its value at time 0.

```lean
/-- A state annihilated by the Hamiltonian does not change in time. -/
theorem evolve_of_mulVec_eq_zero (M : Matrix (Fin 3) (Fin 3) ℂ) (w : Fin 3 → ℂ)
    (hw : M *ᵥ w = 0) (t : ℝ) : evolve M w t = w := by
  have hz : ∀ s : ℝ, M *ᵥ evolve M w s = 0 := by
    intro s
    have hc : Commute M (NormedSpace.exp ((-(Complex.I * (s : ℂ))) • M)) :=
      ((Commute.refl M).smul_right _).exp_right
    rw [evolve, Matrix.mulVec_mulVec, hc.eq, ← Matrix.mulVec_mulVec, hw, Matrix.mulVec_zero]
  ext i
  have hd : ∀ s : ℝ, HasDerivAt (fun r : ℝ => evolve M w r i) 0 s := fun s =>
    (hasDerivAt_evolve M w s i).congr_deriv (by rw [hz s, Pi.zero_apply, mul_zero])
  have h := is_const_of_deriv_eq_zero (fun s => (hd s).differentiableAt)
    (fun s => (hd s).deriv) t 0
  simpa only [evolve_zero] using h
```

**(g)** Find the rate of norm loss under $H$:
$$\frac{d}{dt}\|\psi\|^2=-2g|\psi_2|^2.$$

By (e), the rate is $2\,\mathrm{Re}(-i\langle\psi,H\psi\rangle)=2\,\mathrm{Im}\langle\psi,H\psi\rangle$. From (b),
$$\langle\psi,H\psi\rangle=2\,\mathrm{Re}(a\bar\psi_0\psi_2+b\bar\psi_1\psi_2)+(D-ig)|\psi_2|^2,$$
whose imaginary part is $-g|\psi_2|^2$. Lean proves this cancellation in `key`, by expanding into real and imaginary parts.

```lean
/-- The squared norm changes at the rate `-2g` times the population of the third level. -/
theorem hasDerivAt_stateNorm_sq (D g : ℝ) (a b : ℂ) (v : Fin 3 → ℂ) (t : ℝ) :
    HasDerivAt (fun s : ℝ => stateNorm (evolve (lambdaH D g a b) v s) ^ 2)
      (-2 * g * ‖evolve (lambdaH D g a b) v t 2‖ ^ 2) t := by
  -- the Hermitian couplings cancel and only the loss term survives
  have key : ∀ w : Fin 3 → ℂ,
      2 * inner ℝ (w 0) (-Complex.I * (lambdaH D g a b *ᵥ w) 0)
      + 2 * inner ℝ (w 1) (-Complex.I * (lambdaH D g a b *ᵥ w) 1)
      + 2 * inner ℝ (w 2) (-Complex.I * (lambdaH D g a b *ᵥ w) 2)
      = -2 * g * ‖w 2‖ ^ 2 := by
    intro w
    simp only [Complex.inner, lambdaH_mulVec, Complex.sq_norm, Complex.normSq_apply,
      Matrix.cons_val_zero, Matrix.cons_val_one, Matrix.cons_val, Complex.mul_re,
      Complex.mul_im, Complex.add_re, Complex.add_im, Complex.sub_re, Complex.sub_im,
      Complex.neg_re, Complex.neg_im, Complex.I_re, Complex.I_im, Complex.ofReal_re,
      Complex.ofReal_im, Complex.conj_re, Complex.conj_im]
    ring
  have h := fun i => (hasDerivAt_evolve (lambdaH D g a b) v t i).norm_sq
  simp only [stateNorm_sq]
  exact (((h 0).fun_add (h 1)).fun_add (h 2)).congr_deriv (key _)
```

**(h)** For $a,b$ not both zero, find the kernel of $H$:
$$Hw=0\iff w=c\,d\text{ for some }c\in\mathbb C.$$

If $Hw=0$, then $aw_2=bw_2=0$ forces $w_2=0$, leaving $\bar aw_0+\bar bw_1=0$. Take $c=-w_1/\bar a$ if $a\ne0$, and $c=w_0/\bar b$ otherwise; either choice gives $w=c\,d$. Conversely, $\bar a\,c\bar b-\bar b\,c\bar a=0$. Lean makes the same case split.

```lean
/-- For couplings that are not both zero, the states annihilated by the Hamiltonian are exactly
the multiples of the dark state. -/
theorem mulVec_eq_zero_iff (D g : ℝ) (a b : ℂ) (hab : a ≠ 0 ∨ b ≠ 0) (w : Fin 3 → ℂ) :
    lambdaH D g a b *ᵥ w = 0 ↔ ∃ c : ℂ, w = c • darkState a b := by
  rw [lambdaH_mulVec]
  constructor
  · intro h
    have h0 : a * w 2 = 0 := congrFun h 0
    have h1 : b * w 2 = 0 := congrFun h 1
    have h2 : conj a * w 0 + conj b * w 1 + ((D : ℂ) - Complex.I * g) * w 2 = 0 := congrFun h 2
    have hw : w 2 = 0 := by
      rcases hab with ha | hb
      · exact (mul_eq_zero.mp h0).resolve_left ha
      · exact (mul_eq_zero.mp h1).resolve_left hb
    rw [hw, mul_zero, add_zero] at h2
    rcases hab with ha | hb
    · have ha' : conj a ≠ 0 := (map_ne_zero _).mpr ha
      refine ⟨-w 1 / conj a, ?_⟩
      ext i
      fin_cases i
      · change w 0 = -w 1 / conj a * conj b
        field_simp
        linear_combination h2
      · change w 1 = -w 1 / conj a * (-conj a)
        field_simp
      · change w 2 = -w 1 / conj a * 0
        rw [hw, mul_zero]
    · have hb' : conj b ≠ 0 := (map_ne_zero _).mpr hb
      refine ⟨w 0 / conj b, ?_⟩
      ext i
      fin_cases i
      · change w 0 = w 0 / conj b * conj b
        field_simp
      · change w 1 = w 0 / conj b * (-conj a)
        field_simp
        linear_combination h2
      · change w 2 = w 0 / conj b * 0
        rw [hw, mul_zero]
  · rintro ⟨c, rfl⟩
    ext i
    fin_cases i
    · change a * (c * 0) = 0
      ring
    · change b * (c * 0) = 0
      ring
    · change conj a * (c * conj b) + conj b * (c * -conj a)
        + ((D : ℂ) - Complex.I * g) * (c * 0) = 0
      ring
```

**(i)** Let $g>0$, $a,b$ not both zero, and $v$ not a multiple of $d$. Show strict loss at every $T>0$:
$$\|\psi(T)\|<\|v\|.$$

By (g) the norm never increases (`hanti`). Suppose $\|\psi(T)\|\ge\|v\|$. Then for $0<r<T$,
$$\|v\|\ge\|\psi(r)\|\ge\|\psi(T)\|\ge\|v\|,$$
so the norm is constant there and (g) gives $\psi_2=0$ on $(0,T)$ (`h3`). Hence $\dot\psi_2=0$ too. At any $s$ in the interval, (e) gives $(H\psi(s))_2=0$, and (b) makes the other components vanish (`hker`). By (f), evolving $\psi(s)$ back by $s$ leaves it unchanged; by (d) it gives $v$. So $\psi(s)=v$ (`hback`), $Hv=0$, and (h) contradicts the choice of $v$.

In code, $T$ should not be too short. For $v_2=0$, leading-order expansion puts the drop in squared norm at $\tfrac{2g}{3}|\bar av_0+\bar bv_1|^2T^3$, which rounding can hide.

```lean
/-- With loss `g > 0` and couplings not both zero, a state that is not a multiple of the dark state
has strictly smaller norm at every positive time than at the start. -/
theorem stateNorm_evolve_lt (D g : ℝ) (a b : ℂ) (hg : 0 < g) (hab : a ≠ 0 ∨ b ≠ 0)
    (v : Fin 3 → ℂ) (hv : ¬ ∃ c : ℂ, v = c • darkState a b) (T : ℝ) (hT : 0 < T) :
    stateNorm (evolve (lambdaH D g a b) v T) < stateNorm v := by
  have hd := hasDerivAt_stateNorm_sq D g a b v
  have hanti : Antitone (fun s : ℝ => stateNorm (evolve (lambdaH D g a b) v s) ^ 2) := by
    refine antitone_of_deriv_nonpos (fun s => (hd s).differentiableAt) (fun s => ?_)
    rw [(hd s).deriv]
    have := mul_nonneg hg.le (sq_nonneg ‖evolve (lambdaH D g a b) v s 2‖)
    linarith
  by_contra hlt
  have hge : stateNorm v ^ 2 ≤ stateNorm (evolve (lambdaH D g a b) v T) ^ 2 :=
    pow_le_pow_left₀ (norm_nonneg _) (not_lt.mp hlt) 2
  -- without net loss the norm is constant on the interval, so the third level stays empty
  have h3 : ∀ s ∈ Set.Ioo 0 T, evolve (lambdaH D g a b) v s 2 = 0 := by
    intro s hs
    have hc : (fun r : ℝ => stateNorm (evolve (lambdaH D g a b) v r) ^ 2)
        =ᶠ[𝓝 s] fun _ => stateNorm v ^ 2 := by
      filter_upwards [Ioo_mem_nhds hs.1 hs.2] with r hr
      have h1 := hanti hr.1.le
      have h2 := hanti hr.2.le
      simp only [evolve_zero] at h1 h2
      exact le_antisymm h1 (hge.trans h2)
    have h0 := (hd s).unique ((hasDerivAt_const s (stateNorm v ^ 2)).congr_of_eventuallyEq hc)
    have hsq := (mul_eq_zero.mp h0).resolve_left (by intro h; linarith)
    exact norm_eq_zero.mp ((pow_eq_zero_iff two_ne_zero).mp hsq)
  obtain ⟨s, hs⟩ : (Set.Ioo 0 T).Nonempty := Set.nonempty_Ioo.mpr hT
  have hc : (fun r : ℝ => evolve (lambdaH D g a b) v r 2) =ᶠ[𝓝 s] fun _ => (0 : ℂ) := by
    filter_upwards [Ioo_mem_nhds hs.1 hs.2] with r hr using h3 r hr
  have h4 := (hasDerivAt_evolve (lambdaH D g a b) v s 2).unique
    ((hasDerivAt_const s (0 : ℂ)).congr_of_eventuallyEq hc)
  have h5 := (mul_eq_zero.mp h4).resolve_left (neg_ne_zero.mpr Complex.I_ne_zero)
  have hker : lambdaH D g a b *ᵥ evolve (lambdaH D g a b) v s = 0 := by
    have h6 := h3 s hs
    ext i
    fin_cases i
    · simp [lambdaH_mulVec, h6]
    · simp [lambdaH_mulVec, h6]
    · exact h5
  -- a stationary state at time s was already there at time 0
  have hback : evolve (lambdaH D g a b) v s = v :=
    (evolve_of_mulVec_eq_zero _ _ hker (-s)).symm.trans (evolve_neg_evolve _ v s)
  rw [hback] at hker
  exact hv ((mulVec_eq_zero_iff D g a b hab v).mp hker)
```

**(j)** Under the same conditions on $g,a,b$, prove the criterion for any $v$:
$$\|\psi(t)\|=\|v\|\ \text{for all }t\ge0\iff v=c\,d\text{ for some }c\in\mathbb C.$$

If $v$ is not a multiple of $d$, (i) at $T=1$ contradicts conservation. If it is, (h) gives $Hv=0$ and (f) makes $v$ stationary.

```lean
/-- Dark-state criterion: with loss `g > 0` and couplings not both zero, the norm is conserved at
all times `t ≥ 0` if and only if the initial state is a multiple of `(conj b, -conj a, 0)`. -/
theorem norm_conserved_iff_dark (D g : ℝ) (a b : ℂ) (hg : 0 < g) (hab : a ≠ 0 ∨ b ≠ 0)
    (v : Fin 3 → ℂ) :
    (∀ t : ℝ, 0 ≤ t → stateNorm (evolve (lambdaH D g a b) v t) = stateNorm v) ↔
      ∃ c : ℂ, v = c • darkState a b := by
  constructor
  · intro h
    by_contra hv
    exact (stateNorm_evolve_lt D g a b hg hab v hv 1 one_pos).ne (h 1 zero_le_one)
  · intro hv t _
    rw [evolve_of_mulVec_eq_zero _ v ((mulVec_eq_zero_iff D g a b hab v).mpr hv) t]

end

end DarkStateCriterion
```

```lean
#print axioms DarkStateCriterion.norm_conserved_iff_dark
```

```
'DarkStateCriterion.norm_conserved_iff_dark' depends on axioms: [propext, Classical.choice, Quot.sound]
```
